# In a harmonic oscillator, Gaussians fixed at the origin have zero polarisability and a floating Gaussian of exponent ω/2 has 1/ω²

Let $H=-\tfrac12\,d^2/dx^2+\tfrac12\omega^2x^2+Fx$ with $\omega>0$. Every nonzero finite real combination of Gaussians $e^{-a_ix^2}$, $a_i>0$, has an energy independent of the field $F$. The single Gaussian $e^{-\omega(x-s)^2/2}$, minimised over its centre $s$, has energy $\omega/2-F^2/(2\omega^2)$. With the polarisability defined as $-d^2E/dF^2$ at $F=0$, the least energy in the fixed basis, assumed to be attained at every field, gives $0$, and the floating Gaussian gives $1/\omega^2$.

This is a model of one particle in one dimension, without correlation. It shows what can be lost in an external field when every basis function is even about the same fixed centre. Adding odd functions such as $xe^{-ax^2}$, or Gaussians fixed at several different centres, can restore a quadratic response without floating.

```lean
import Mathlib

open MeasureTheory

namespace FloatingGaussians

noncomputable section
```

## All centres at the origin

Physically, the basis functions stay at the minimum of the unperturbed well and have no odd component. In Lean, `gauss a s` is $e^{-a(x-s)^2}$, and `centred a c` is $\psi(x)=\sum_i c_ie^{-a_ix^2}$, with `ι` labelling the basis functions.

```lean
/-- The Gaussian `exp (-a (x - s)²)` with exponent `a` and centre `s`. -/
def gauss (a s : ℝ) : ℝ → ℝ := fun x => Real.exp (-a * (x - s) ^ 2)

/-- A finite linear combination of Gaussians centred at the origin. -/
def centred {ι : Type*} [Fintype ι] (a c : ι → ℝ) : ℝ → ℝ :=
  fun x => ∑ i, c i * gauss (a i) 0 x
```

The Hamiltonian acts through the actual second derivative, with $\hbar=m=1$ and the charge absorbed into $F$. The energy is $\int\psi H\psi/\int\psi^2$, so trial functions need not be normalised. `centredEnergies` collects the energies available at fixed exponents.

```lean
/-- The oscillator in a uniform field, `H = -(1/2) d²/dx² + ω² x² / 2 + F x`. -/
def hamiltonian (ω F : ℝ) (ψ : ℝ → ℝ) (x : ℝ) : ℝ :=
  -(1 / 2) * deriv (deriv ψ) x + (ω ^ 2 * x ^ 2 / 2 + F * x) * ψ x

/-- The energy expectation value `∫ ψ H ψ / ∫ ψ²` of a real, twice differentiable trial function
with finite, nonzero norm and integrable `ψ H ψ`. -/
def energy (ω F : ℝ) (ψ : ℝ → ℝ) : ℝ :=
  (∫ x, ψ x * hamiltonian ω F ψ x) / ∫ x, ψ x ^ 2

/-- The energies reached by the nonzero combinations of centred Gaussians with given exponents,
which are meant to be positive. -/
def centredEnergies {ι : Type*} [Fintype ι] (ω F : ℝ) (a : ι → ℝ) : Set ℝ :=
  {E | ∃ c : ι → ℝ, centred a c ≠ 0 ∧ energy ω F (centred a c) = E}

/-- The static polarisability: minus the second derivative of a twice differentiable
energy with respect to the field, at zero field. -/
def polarisability (E : ℝ → ℝ) : ℝ := -deriv (deriv E) 0
```

Since $\psi$ is even, $x\psi^2$ is odd. Substituting $x\to-x$ turns its integral into minus itself, so the integral is zero and

$$\int\psi H\psi=\int\psi H_{F=0}\psi+F\int x\psi^2=\int\psi H_{F=0}\psi .$$

The substitution is `integral_odd`.

```lean
/-- The integral of an odd function over the line vanishes; for a non-integrable function this is
Lean's convention that the integral is `0`. -/
theorem integral_odd (f : ℝ → ℝ) (h : ∀ x, f (-x) = -f x) : ∫ x, f x = 0 := by
  have h1 := integral_neg_eq_self f volume
  simp only [h, integral_neg] at h1
  linarith
```

A single Gaussian held at $s\ne0$ already breaks the field independence: its energy contains $Fs$. That term is linear, so it gives a permanent dipole but no polarisability; the quadratic response found below comes from letting $s$ follow the field.

## Positive exponents

The condition $a_i>0$, `ha` in Lean, says that each basis function is localised. It makes the integrals above converge. Differentiating $g_j=e^{-a_jx^2}$ twice gives $g_j'=-2a_jxg_j$ and $g_j''=(4a_j^2x^2-2a_j)g_j$, hence

$$H\psi=\sum_j c_j\left[\left(\tfrac{\omega^2}{2}-2a_j^2\right)x^2+Fx+a_j\right]g_j .$$

Since $g_ig_j=e^{-(a_i+a_j)x^2}$, the integrand $\psi H\psi$ is a finite sum of quadratic polynomials times decaying Gaussians.

The next three lemmas are these steps: the derivatives for a general centre, the formula for $H\psi$, and integrability. The last expands the double sum and uses the integrability of $1$, $x$ and $x^2$ times a Gaussian.

```lean
/-- The first and second derivatives of a Gaussian. -/
theorem gauss_hasDerivAt (a s x : ℝ) :
    HasDerivAt (gauss a s) (-2 * a * (x - s) * gauss a s x) x ∧
    HasDerivAt (fun y => -2 * a * (y - s) * gauss a s y)
      ((4 * a ^ 2 * (x - s) ^ 2 - 2 * a) * gauss a s x) x := by
  have hq : HasDerivAt (fun y : ℝ => (y - s) ^ 2) (2 * (x - s)) x := by
    simpa using ((hasDerivAt_id' x).sub_const s).fun_pow 2
  have h1 : HasDerivAt (gauss a s) (-2 * a * (x - s) * gauss a s x) x := by
    unfold gauss
    exact (hq.const_mul (-a)).exp.congr_deriv (by ring)
  exact ⟨h1, ((((hasDerivAt_id' x).sub_const s).const_mul (-2 * a)).fun_mul h1).congr_deriv
    (by ring)⟩

/-- The Hamiltonian turns each centred Gaussian into a quadratic polynomial times
the same Gaussian. -/
theorem hamiltonian_centred {ι : Type*} [Fintype ι] (ω F : ℝ) (a c : ι → ℝ) (x : ℝ) :
    hamiltonian ω F (centred a c) x =
      ∑ j, c j * (((ω ^ 2 / 2 - 2 * a j ^ 2) * x ^ 2 + F * x + a j) * gauss (a j) 0 x) := by
  have h1 : deriv (centred a c) =
      fun y => ∑ j, c j * (-2 * a j * (y - 0) * gauss (a j) 0 y) := by
    funext y
    apply HasDerivAt.deriv
    unfold centred
    exact HasDerivAt.fun_sum fun j _ => (gauss_hasDerivAt (a j) 0 y).1.const_mul (c j)
  have h2 : deriv (deriv (centred a c)) x =
      ∑ j, c j * ((4 * a j ^ 2 * (x - 0) ^ 2 - 2 * a j) * gauss (a j) 0 x) := by
    rw [h1]
    apply HasDerivAt.deriv
    exact HasDerivAt.fun_sum fun j _ => (gauss_hasDerivAt (a j) 0 x).2.const_mul (c j)
  simp only [hamiltonian, h2, centred, Finset.mul_sum]
  rw [← Finset.sum_add_distrib]
  exact Finset.sum_congr rfl fun j _ => by ring

/-- For positive exponents, a combination of centred Gaussians times the same combination with each
term multiplied by a polynomial of degree at most two is integrable. -/
theorem centred_integrable {ι : Type*} [Fintype ι] {a : ι → ℝ} (ha : ∀ i, 0 < a i)
    (c p q r : ι → ℝ) :
    Integrable fun x => centred a c x *
      ∑ j, c j * ((p j * x ^ 2 + q j * x + r j) * gauss (a j) 0 x) := by
  simp only [centred, Finset.sum_mul_sum]
  refine MeasureTheory.integrable_finsetSum _ fun i _ => MeasureTheory.integrable_finsetSum _ fun j _ => ?_
  have hab : 0 < a i + a j := add_pos (ha i) (ha j)
  have h0 := integrable_exp_neg_mul_sq hab
  have h1 := integrable_mul_exp_neg_mul_sq hab
  have h2 : Integrable fun x : ℝ => x ^ 2 * Real.exp (-(a i + a j) * x ^ 2) := by
    simpa only [Real.rpow_two] using
      integrable_rpow_mul_exp_neg_mul_sq hab (s := 2) (by norm_num)
  -- the product of two centred Gaussians is a centred Gaussian
  have e : ∀ x, Real.exp (-(a i + a j) * x ^ 2) = gauss (a i) 0 x * gauss (a j) 0 x := by
    intro x
    simp only [gauss]
    rw [← Real.exp_add]
    congr 1
    ring
  have key : (fun x => c i * gauss (a i) 0 x *
      (c j * ((p j * x ^ 2 + q j * x + r j) * gauss (a j) 0 x))) =
      fun x => c i * c j * p j * (x ^ 2 * Real.exp (-(a i + a j) * x ^ 2)) +
        (c i * c j * q j * (x * Real.exp (-(a i + a j) * x ^ 2)) +
          c i * c j * r j * Real.exp (-(a i + a j) * x ^ 2)) := by
    funext x
    rw [e]
    ring
  rw [key]
  exact (h2.const_mul _).add ((h1.const_mul _).add (h0.const_mul _))
```

Nonnegative exponents would not suffice: a single exponent $0$ gives a constant function, whose norm diverges.

## A trial function that is not zero

A state must have positive norm. The hypothesis `hψ` requires the function $\psi$ to be nonzero, not merely its coefficients: with two equal exponents, $c=(1,-1)$ gives $\psi=0$. For the zero function the energy is $0/0$, which Lean evaluates as $0$; admitting it would put a spurious value below the energy of every nonzero centred combination.

The proof uses `hψ` to find a point where $\psi^2>0$. By continuity $\psi^2$ is positive on a nonempty open set, so its integral is positive. For the field independence, the proof obtains the integrability of $x\psi^2$ by subtracting the energy integrands at fields $1$ and $0$, then splits the integral as above and removes the odd term.

```lean
/-- Every nonzero combination of centred Gaussians with positive exponents has
positive norm and an energy that does not depend on the field. -/
theorem centred_energy_field_independent {ι : Type*} [Fintype ι] (ω : ℝ) {a : ι → ℝ}
    (ha : ∀ i, 0 < a i) (c : ι → ℝ) (hψ : centred a c ≠ 0) :
    0 < ∫ x, centred a c x ^ 2 ∧
    ∀ F, energy ω F (centred a c) = energy ω 0 (centred a c) := by
  constructor
  · have hi : Integrable fun x => centred a c x ^ 2 := by
      refine (centred_integrable ha c (fun _ => 0) (fun _ => 0) (fun _ => 1)).congr
        (ae_of_all _ fun x => ?_)
      simp [centred, sq]
    have hc : Continuous fun x => centred a c x ^ 2 := by
      simp only [centred, gauss]
      fun_prop
    obtain ⟨x, hx⟩ := Function.ne_iff.mp hψ
    rw [integral_pos_iff_support_of_nonneg (fun x => sq_nonneg _) hi]
    exact (isOpen_ne_fun hc continuous_const).measure_pos volume ⟨x, pow_ne_zero 2 hx⟩
  · intro F
    have hH : ∀ G, Integrable fun x => centred a c x * hamiltonian ω G (centred a c) x := by
      intro G
      simpa only [hamiltonian_centred] using
        centred_integrable ha c (fun j => ω ^ 2 / 2 - 2 * a j ^ 2) (fun _ => G) a
    have hx : Integrable fun x => x * centred a c x ^ 2 := by
      have h : (fun x => x * centred a c x ^ 2) = fun x =>
          centred a c x * hamiltonian ω 1 (centred a c) x -
            centred a c x * hamiltonian ω 0 (centred a c) x := by
        funext x
        simp only [hamiltonian]
        ring
      rw [h]
      exact (hH 1).sub (hH 0)
    -- the dipole moment vanishes by parity
    have hz : ∫ x, x * centred a c x ^ 2 = 0 :=
      integral_odd (fun x => x * centred a c x ^ 2) fun x => by simp [centred, gauss]
    have hs : ∀ x, centred a c x * hamiltonian ω F (centred a c) x =
        centred a c x * hamiltonian ω 0 (centred a c) x + F * (x * centred a c x ^ 2) := by
      intro x
      simp only [hamiltonian]
      ring
    unfold energy
    simp only [hs]
    rw [integral_add (hH 0) (hx.const_mul F), integral_const_mul, hz, mul_zero, add_zero]
```

## A confining oscillator

The condition $\omega>0$, `hω`, supplies a restoring force and makes the floating Gaussian $g=e^{-\omega(x-s)^2/2}$ normalisable. Here $g''=(\omega^2(x-s)^2-\omega)g$, and the quadratic terms in $x$ cancel:

$$Hg=\left[\tfrac{\omega}{2}-\tfrac{\omega^2s^2}{2}+(\omega^2s+F)x\right]g .$$

```lean
/-- The Hamiltonian turns the floating Gaussian `exp (-ω (x - s)² / 2)` into a linear
polynomial times itself. -/
theorem hamiltonian_floating (ω F s x : ℝ) :
    hamiltonian ω F (gauss (ω / 2) s) x =
      (ω / 2 - ω ^ 2 * s ^ 2 / 2 + (ω ^ 2 * s + F) * x) * gauss (ω / 2) s x := by
  have h1 : deriv (gauss (ω / 2) s) = fun y => -2 * (ω / 2) * (y - s) * gauss (ω / 2) s y :=
    funext fun y => (gauss_hasDerivAt (ω / 2) s y).1.deriv
  unfold hamiltonian
  rw [h1, (gauss_hasDerivAt (ω / 2) s x).2.deriv]
  ring
```

At $s=-F/\omega^2$ the coefficient of $x$ vanishes, so $g$ is an eigenfunction with eigenvalue $\omega/2-F^2/(2\omega^2)$.

```lean
/-- For `ω > 0`, the Gaussian of exponent `ω/2` centred at `-F/ω²` is an eigenfunction of the
Hamiltonian with eigenvalue `ω/2 - F²/(2ω²)`. -/
theorem floating_eigenfunction {ω : ℝ} (hω : 0 < ω) (F x : ℝ) :
    hamiltonian ω F (gauss (ω / 2) (-F / ω ^ 2)) x =
      (ω / 2 - F ^ 2 / (2 * ω ^ 2)) * gauss (ω / 2) (-F / ω ^ 2) x := by
  have hs : ω ^ 2 * (-F / ω ^ 2) = -F := mul_div_cancel₀ _ (pow_pos hω 2).ne'
  rw [hamiltonian_floating]
  congr 1
  linear_combination (x - (-F / ω ^ 2) / 2) * hs
```

For general $s$, write $x=s+(x-s)$. The bracket becomes

$$\tfrac{\omega}{2}+\tfrac{\omega^2s^2}{2}+Fs+(\omega^2s+F)(x-s),$$

and the last term integrates to zero against $g^2=e^{-\omega(x-s)^2}$. Dividing by $\int g^2>0$ leaves $E(s)=\omega/2+\omega^2s^2/2+Fs$. In `floating_energy`, `hn` is this rewriting and `hz` is the vanishing first moment, obtained by translating the integral to the origin.

```lean
/-- For `ω > 0`, the Gaussian of exponent `ω/2` with centre `s` has energy `ω/2 + ω² s²/2 + F s`. -/
theorem floating_energy {ω : ℝ} (hω : 0 < ω) (F s : ℝ) :
    energy ω F (gauss (ω / 2) s) = ω / 2 + ω ^ 2 * s ^ 2 / 2 + F * s := by
  have hg : ∀ x, gauss (ω / 2) s x ^ 2 = Real.exp (-ω * (x - s) ^ 2) := by
    intro x
    simp only [gauss]
    rw [← Real.exp_nat_mul]
    congr 1
    push_cast
    ring
  have h0 := (integrable_exp_neg_mul_sq hω).comp_sub_right s
  have h1 := (integrable_mul_exp_neg_mul_sq hω).comp_sub_right s
  have hpos : 0 < ∫ x, Real.exp (-ω * (x - s) ^ 2) := by
    have h := integral_sub_right_eq_self (μ := volume) (fun x : ℝ => Real.exp (-ω * x ^ 2)) s
    rw [integral_gaussian] at h
    rw [h]
    positivity
  -- the mean position is the centre
  have hz : ∫ x, (x - s) * Real.exp (-ω * (x - s) ^ 2) = 0 :=
    (integral_sub_right_eq_self (μ := volume)
      (fun x : ℝ => x * Real.exp (-ω * x ^ 2)) s).trans
      (integral_odd (fun x : ℝ => x * Real.exp (-ω * x ^ 2)) fun x => by simp)
  have hn : ∀ x, gauss (ω / 2) s x * hamiltonian ω F (gauss (ω / 2) s) x =
      (ω / 2 + ω ^ 2 * s ^ 2 / 2 + F * s) * Real.exp (-ω * (x - s) ^ 2) +
        (ω ^ 2 * s + F) * ((x - s) * Real.exp (-ω * (x - s) ^ 2)) := by
    intro x
    rw [hamiltonian_floating, ← hg]
    ring
  unfold energy
  simp only [hn, hg]
  rw [integral_add (h0.const_mul _) (h1.const_mul _), integral_const_mul,
    integral_const_mul, hz, mul_zero, add_zero, mul_div_cancel_right₀ _ hpos.ne']
```

Completing the square gives

$$E(s)=\tfrac{\omega}{2}-\tfrac{F^2}{2\omega^2}+\tfrac{\omega^2}{2}\left(s+\tfrac{F}{\omega^2}\right)^2 ,$$

which is `key` in the next proof. Since $\omega^2/2>0$, the minimum is attained at $s=-F/\omega^2$ and nowhere else.

```lean
/-- For `ω > 0`, the least energy of a Gaussian of exponent `ω/2` over all centres is
`ω/2 - F²/(2ω²)`, attained only at the centre `-F/ω²`. -/
theorem floating_minimum {ω : ℝ} (hω : 0 < ω) (F : ℝ) :
    IsLeast (Set.range fun s => energy ω F (gauss (ω / 2) s))
      (ω / 2 - F ^ 2 / (2 * ω ^ 2)) ∧
    ∀ s, energy ω F (gauss (ω / 2) s) = ω / 2 - F ^ 2 / (2 * ω ^ 2) ↔ s = -F / ω ^ 2 := by
  have hc : ω ^ 2 * (F / ω ^ 2) = F := mul_div_cancel₀ _ (pow_pos hω 2).ne'
  -- complete the square in the centre
  have key : ∀ s, energy ω F (gauss (ω / 2) s) =
      ω / 2 - F ^ 2 / (2 * ω ^ 2) + ω ^ 2 / 2 * (s + F / ω ^ 2) ^ 2 := by
    intro s
    rw [floating_energy hω]
    linear_combination -(s + F / ω ^ 2 / 2) * hc
  have hiff : ∀ s, energy ω F (gauss (ω / 2) s) = ω / 2 - F ^ 2 / (2 * ω ^ 2) ↔
      s = -F / ω ^ 2 := by
    intro s
    rw [key]
    constructor
    · intro h
      have h' : ω ^ 2 / 2 * (s + F / ω ^ 2) ^ 2 = 0 := by linarith
      rcases mul_eq_zero.mp h' with h | h
      · exact absurd h (show (0 : ℝ) < ω ^ 2 / 2 by positivity).ne'
      · have h3 := (pow_eq_zero_iff two_ne_zero).mp h
        rw [neg_div]
        linarith
    · rintro rfl
      ring
  refine ⟨⟨⟨-F / ω ^ 2, (hiff _).2 rfl⟩, ?_⟩, hiff⟩
  rintro _ ⟨s, rfl⟩
  change _ ≤ energy ω F (gauss (ω / 2) s)
  rw [key]
  exact le_add_of_nonneg_right (by positivity)
```

At $\omega=0$ the well is gone and the trial function is a constant without finite norm. The field independence of the centred combinations, by contrast, needs no condition on $\omega$.

Take $\omega=2$ and $F=4$. The Gaussian $e^{-x^2}$ held at the origin has energy $1$, as it does without the field. Floating moves its centre to $s=-1$, where $E=1+2-4=-1$. The lowering of $2$ equals $\tfrac12\alpha F^2$ with $\alpha=1/\omega^2=\tfrac14$.

## Least energies attained at every field

The functions `Ecen` and `Eflo` stand for the variational energies as functions of $F$. The hypotheses `hcen` and `hflo` say, through `IsLeast`, that each value is reached by a trial function and is a lower bound for all the others. `floating_minimum` supplies such an `Eflo`. For the centred basis attainment is assumed; in a nonempty finite basis it is the usual lowest root of the linear variational problem. An empty basis contains no nonzero function, so it cannot satisfy `hcen`.

Without `hcen`, `Ecen` could be any function, for instance $F^2$, and the conclusions about it would fail. Likewise, without `hflo`, `Eflo` could be constant.

By field independence the set of centred energies is the same at every $F$, and a set has at most one least element, so `Ecen` is constant and its polarisability is $0$. The same uniqueness identifies `Eflo` with $\omega/2-F^2/(2\omega^2)$. Its first derivative is $-F/\omega^2$, its second is $-1/\omega^2$, and the polarisability is $1/\omega^2$.

```lean
/-- Let `ω > 0`. If the least energy in a basis of centred Gaussians with positive exponents is
attained at every field, it is constant in the field and its polarisability is zero; the least
energy over all centres of a Gaussian of exponent `ω/2` has polarisability `1/ω²`. -/
theorem polarisability_centred_and_floating {ι : Type*} [Fintype ι] {ω : ℝ} (hω : 0 < ω)
    {a : ι → ℝ} (ha : ∀ i, 0 < a i) {Ecen Eflo : ℝ → ℝ}
    (hcen : ∀ F, IsLeast (centredEnergies ω F a) (Ecen F))
    (hflo : ∀ F, IsLeast (Set.range fun s => energy ω F (gauss (ω / 2) s)) (Eflo F)) :
    (∀ F, Ecen F = Ecen 0) ∧ polarisability Ecen = 0 ∧
      polarisability Eflo = 1 / ω ^ 2 := by
  have hconst : ∀ F, Ecen F = Ecen 0 := by
    intro F
    have hset : centredEnergies ω F a = centredEnergies ω 0 a := by
      ext E
      constructor
      · rintro ⟨c, hc, rfl⟩
        exact ⟨c, hc, ((centred_energy_field_independent ω ha c hc).2 F).symm⟩
      · rintro ⟨c, hc, rfl⟩
        exact ⟨c, hc, (centred_energy_field_independent ω ha c hc).2 F⟩
    have h := hcen F
    rw [hset] at h
    exact h.unique (hcen 0)
  refine ⟨hconst, ?_, ?_⟩
  · have hd : deriv Ecen = fun _ => 0 := by
      funext F
      rw [show Ecen = fun _ => Ecen 0 from funext hconst]
      simp
    simp [polarisability, hd]
  · have hE : Eflo = fun F => ω / 2 - F ^ 2 / (2 * ω ^ 2) :=
      funext fun F => (hflo F).unique (floating_minimum hω F).1
    -- the induced dipole is linear in the field
    have hd : deriv Eflo = fun F => -(1 / ω ^ 2) * F := by
      funext F
      have hq : HasDerivAt (fun y : ℝ => y ^ 2) (2 * F) F := by
        simpa using hasDerivAt_pow 2 F
      rw [hE, ((hq.div_const (2 * ω ^ 2)).const_sub (ω / 2)).deriv]
      ring
    unfold polarisability
    rw [hd, ((hasDerivAt_id' (0 : ℝ)).const_mul (-(1 / ω ^ 2))).deriv]
    ring

end

end FloatingGaussians
```

```lean
#print axioms FloatingGaussians.floating_eigenfunction
#print axioms FloatingGaussians.polarisability_centred_and_floating
```

```
'FloatingGaussians.floating_eigenfunction' depends on axioms: [propext, Classical.choice, Quot.sound]
'FloatingGaussians.polarisability_centred_and_floating' depends on axioms: [propext, Classical.choice, Quot.sound]
```
